# Linked-cluster sums converge exponentially to the bulk energy per site when open-chain energies are linear in length up to exponentially small terms

Let P(n) be the energy of an open chain of n sites and W(m) the linked-cluster weight of an m-site segment. If P(n) equals an + b up to an error of at most C rⁿ for n ≥ 1, with 0 < r < 1, then the sum of the weights up to size n ≥ 2 differs from the bulk energy per site a by at most 2C rⁿ⁻¹. The energy per site P(n)/n has an error that, multiplied by n, tends to the boundary energy b.

## Chains and their weights

A segment of m sites fits into a uniform chain of n sites in n − m + 1 positions. The weights are defined by

P(n) = Σₘ₌₁ⁿ (n − m + 1) W(m),

which includes P(0) = 0. The linked-cluster estimate of a is

S(n) = Σₘ₌₁ⁿ W(m).

The assumed law for P(n) models a uniform chain whose two ends stop influencing each other exponentially fast, as is typical of a finite correlation length; b is the energy of both ends together. The law fails, for example, if b takes different values for even and odd n; S(n) then alternates instead of converging.

## One more site

In P(n+1), each segment with m ≤ n has one more position than in P(n), and the segment with m = n+1 has exactly one. Hence

P(n+1) = P(n) + S(n+1).

Write d(n) = P(n) − an − b. For n ≥ 2,

S(n) − a = P(n) − P(n−1) − a = d(n) − d(n−1),

|S(n) − a| ≤ C rⁿ + C rⁿ⁻¹ = (1 + r) C rⁿ⁻¹ ≤ 2C rⁿ⁻¹.

The last step uses r < 1 and C ≥ 0, which follows from 0 ≤ |d(1)| ≤ C r. For the energy per site,

n(P(n)/n − a) = b + d(n) → b.

At n = 1 the estimate is S(1) = P(1) = a + b + d(1), which still contains b. The smallest useful case is S(2) = P(2) − P(1), where b has cancelled.

## Consequences for the boundary energy and the comparison

Since n rⁿ⁻¹ → 0, also n(S(n) − a) → 0. Because n − (n − m + 1) = m − 1,

Σₘ₌₁ⁿ (m − 1) W(m) = n S(n) − P(n) = n(S(n) − a) − (P(n) − an) → −b.

If b ≠ 0, then for any K the quantity K n|S(n) − a| tends to 0 while n|P(n)/n − a| tends to |b|. So K times the linked-cluster error is eventually the smaller one.

The factor 1 + r is optimal: for d(n) = C(−r)ⁿ, successive corrections have opposite signs and the bound is attained.

The same subtraction serves other finite-size laws: if |d(n)| ≤ ε(n), the error of S(n) is at most ε(n) + ε(n−1) for n ≥ 2. This bound can be far from sharp: d(n) = c/n gives an error of only |c|/(n(n−1)).

For simulation practice, this says that for a uniform one-dimensional chain obeying the assumed law, the energies of two successive open chains give the bulk energy per site with an error that is exponentially small in the length, provided that both total energies are computed to that accuracy. Numerical errors in them enter the difference without being divided by n.

## The statement in Lean

`IsClusterWeight P W` is the defining relation for every n, `bulkEstimate W n` is S(n), and `HasExpEdge P a b C r` is the finite-size law, required only for n ≥ 1; at n = 0, where P(0) = 0, it would force C ≥ |b|. `P` and `W` are real sequences; no Hamiltonian appears, and the law is a hypothesis, not derived from a spectral gap. Clusters in higher dimensions would need other embedding counts.

```lean
import Mathlib

open Filter Finset Topology

namespace LinkedClusterChain

noncomputable section

/-- The numbers `W m` are linked-cluster weights of the open-chain energies `P n`: a cluster of
`m` sites fits into a chain of `n` sites in `n - m + 1` positions. -/
def IsClusterWeight (P W : ℕ → ℝ) : Prop :=
  ∀ n : ℕ, P n = ∑ m ∈ Icc 1 n, ((n : ℝ) - m + 1) * W m

/-- The linked-cluster estimate of the bulk energy per site: the sum of all weights of clusters
with at most `n` sites. -/
def bulkEstimate (W : ℕ → ℝ) (n : ℕ) : ℝ := ∑ m ∈ Icc 1 n, W m

/-- The energy of a nonempty open chain is `a * n + b` up to a correction of at most `C * r ^ n`. -/
def HasExpEdge (P : ℕ → ℝ) (a b C r : ℝ) : Prop :=
  ∀ n : ℕ, 1 ≤ n → |P n - (a * n + b)| ≤ C * r ^ n

/-- Explicit weights: the one-site energy, then second differences of the chain energies. -/
def clusterWeight (P : ℕ → ℝ) : ℕ → ℝ
  | 0 => 0
  | 1 => P 1
  | n + 2 => P (n + 2) - 2 * P (n + 1) + P n

/-- Chain energies `a * n + b + C * (-r) ^ n` for `n ≥ 1`, and zero for the empty chain. If `C ≠ 0`
and `r > 0`, the correction to `a * n + b` alternates in sign with the length. -/
def alternatingChain (a b C r : ℝ) : ℕ → ℝ
  | 0 => 0
  | n + 1 => a * ((n + 1 : ℕ) : ℝ) + b + C * (-r) ^ (n + 1)

/-- Lengthening a chain from `n` to `n + 1` sites gives each cluster of at most `n + 1` sites one
more position, so the sum of weights times positions grows by `bulkEstimate W (n + 1)`. -/
theorem embedding_sum_succ (W : ℕ → ℝ) (n : ℕ) :
    ∑ m ∈ Icc 1 (n + 1), (((n + 1 : ℕ) : ℝ) - m + 1) * W m =
      ∑ m ∈ Icc 1 n, ((n : ℝ) - m + 1) * W m + bulkEstimate W (n + 1) := by
  have h1 : 1 ≤ n + 1 := by omega
  have split : ∑ m ∈ Icc 1 n, (((n + 1 : ℕ) : ℝ) - m + 1) * W m =
      ∑ m ∈ Icc 1 n, ((n : ℝ) - m + 1) * W m + ∑ m ∈ Icc 1 n, W m := by
    rw [← Finset.sum_add_distrib]
    refine Finset.sum_congr rfl fun m _ => ?_
    push_cast
    ring
  unfold bulkEstimate
  rw [Finset.sum_Icc_succ_top h1, Finset.sum_Icc_succ_top h1, split]
  ring

/-- The linked-cluster estimate is the energy gained by adding the last site to the chain. -/
theorem bulkEstimate_succ {P W : ℕ → ℝ} (hW : IsClusterWeight P W) (n : ℕ) :
    bulkEstimate W (n + 1) = P (n + 1) - P n := by
  have h := embedding_sum_succ W n
  rw [← hW (n + 1), ← hW n] at h
  linarith

/-- For any chain energies with `P 0 = 0`, the explicit weights `clusterWeight P` are
linked-cluster weights. -/
theorem isClusterWeight_witness (P : ℕ → ℝ) (h0 : P 0 = 0) :
    IsClusterWeight P (clusterWeight P) := by
  -- the second differences telescope to a first difference
  have hS : ∀ n, bulkEstimate (clusterWeight P) (n + 1) = P (n + 1) - P n := by
    intro n
    induction n with
    | zero => simp [bulkEstimate, clusterWeight, h0]
    | succ k ih =>
      unfold bulkEstimate at ih ⊢
      rw [Finset.sum_Icc_succ_top (show 1 ≤ k + 1 + 1 by omega), ih]
      simp only [clusterWeight]
      ring
  intro n
  induction n with
  | zero => simp [h0]
  | succ k ih =>
    rw [embedding_sum_succ, ← ih, hS k]
    ring

/-- With an edge correction bounded by `C * r ^ n`, the linked-cluster estimate from clusters of
up to `n ≥ 2` sites misses `a` by at most `(1 + r) * C * r ^ (n - 1)`. -/
theorem bulk_error {P W : ℕ → ℝ} {a b C r : ℝ} (hW : IsClusterWeight P W)
    (hP : HasExpEdge P a b C r) {n : ℕ} (hn : 2 ≤ n) :
    |bulkEstimate W n - a| ≤ (1 + r) * C * r ^ (n - 1) := by
  obtain ⟨k, rfl⟩ : ∃ k, n = k + 1 + 1 := ⟨n - 2, by omega⟩
  have h1 := hP (k + 1 + 1) (by omega)
  have h2 := hP (k + 1) (by omega)
  have c : ((k + 1 + 1 : ℕ) : ℝ) = ((k + 1 : ℕ) : ℝ) + 1 := Nat.cast_succ (k + 1)
  have e : (1 + r) * C * r ^ (k + 1) = C * r ^ (k + 1 + 1) + C * r ^ (k + 1) := by ring
  rw [c] at h1
  rw [Nat.add_sub_cancel, e, bulkEstimate_succ hW (k + 1)]
  -- the terms linear in the length and the boundary energy cancel
  rw [abs_le] at h1 h2 ⊢
  constructor <;> linarith [h1.1, h1.2, h2.1, h2.2]

/-- For an edge correction bounded by `C * r ^ n` with `0 < r < 1`, the linked-cluster estimate
misses `a` by at most `2 * C * r ^ (n - 1)` for `n ≥ 2`, whereas the error of the energy per site,
multiplied by `n`, tends to `b`. -/
theorem linked_cluster_vs_energy_per_site {P W : ℕ → ℝ} {a b C r : ℝ}
    (hW : IsClusterWeight P W) (hP : HasExpEdge P a b C r) (hr : 0 < r) (hr1 : r < 1) :
    (∀ n : ℕ, 2 ≤ n → |bulkEstimate W n - a| ≤ 2 * C * r ^ (n - 1)) ∧
      Tendsto (fun n : ℕ => (n : ℝ) * (P n / n - a)) atTop (𝓝 b) := by
  constructor
  · intro n hn
    have hC : 0 ≤ C := by
      have h := (abs_nonneg _).trans (hP 1 le_rfl)
      rw [pow_one] at h
      exact nonneg_of_mul_nonneg_left h hr
    refine (bulk_error hW hP hn).trans ?_
    have hp : 0 ≤ C * r ^ (n - 1) := by positivity
    nlinarith [mul_nonneg (sub_nonneg.mpr hr1.le) hp]
  · have hg : Tendsto (fun n : ℕ => C * r ^ n) atTop (𝓝 0) := by
      simpa only [mul_zero] using
        (tendsto_pow_atTop_nhds_zero_of_lt_one hr.le hr1).const_mul C
    have h0 : Tendsto (fun n : ℕ => P n - (a * n + b)) atTop (𝓝 0) := by
      refine squeeze_zero_norm' ?_ hg
      filter_upwards [eventually_ge_atTop 1] with n hn
      exact hP n hn
    have h1 : Tendsto (fun n : ℕ => P n - (a * n + b) + b) atTop (𝓝 b) := by
      simpa only [zero_add] using h0.add_const b
    refine h1.congr' ?_
    filter_upwards [eventually_ge_atTop 1] with n hn
    have hn0 : (n : ℝ) ≠ 0 := Nat.cast_ne_zero.mpr (by omega)
    rw [mul_sub, mul_div_cancel₀ _ hn0]
    ring

/-- For an edge correction bounded by `C * r ^ n` with `0 < r < 1`, the error of the linked-cluster
estimate tends to zero even after multiplication by the chain length. -/
theorem scaled_bulk_error_tendsto {P W : ℕ → ℝ} {a b C r : ℝ}
    (hW : IsClusterWeight P W) (hP : HasExpEdge P a b C r) (hr : 0 < r) (hr1 : r < 1) :
    Tendsto (fun n : ℕ => (n : ℝ) * (bulkEstimate W n - a)) atTop (𝓝 0) := by
  have hg : Tendsto (fun n : ℕ => 2 * C / r * ((n : ℝ) * r ^ n)) atTop (𝓝 0) := by
    simpa only [mul_zero] using
      (tendsto_self_mul_const_pow_of_lt_one hr.le hr1).const_mul (2 * C / r)
  refine squeeze_zero_norm' ?_ hg
  filter_upwards [eventually_ge_atTop 2] with n hn
  have hb := (linked_cluster_vs_energy_per_site hW hP hr hr1).1 n hn
  have hpow : r ^ n = r ^ (n - 1) * r := (pow_sub_one_mul (by omega) r).symm
  have e : 2 * C / r * ((n : ℝ) * r ^ n) = n * (2 * C * r ^ (n - 1)) := by
    rw [hpow]
    field_simp
  rw [e, Real.norm_eq_abs, abs_mul, Nat.abs_cast]
  exact mul_le_mul_of_nonneg_left hb (Nat.cast_nonneg n)

/-- For an edge correction bounded by `C * r ^ n` with `0 < r < 1`, the weights also yield the
boundary energy: the sum of `(m - 1) * W m` over `1 ≤ m ≤ n` tends to `-b`. -/
theorem boundary_energy_from_weights {P W : ℕ → ℝ} {a b C r : ℝ}
    (hW : IsClusterWeight P W) (hP : HasExpEdge P a b C r) (hr : 0 < r) (hr1 : r < 1) :
    Tendsto (fun n : ℕ => ∑ m ∈ Icc 1 n, ((m : ℝ) - 1) * W m) atTop (𝓝 (-b)) := by
  have h := (scaled_bulk_error_tendsto hW hP hr hr1).sub
    (linked_cluster_vs_energy_per_site hW hP hr hr1).2
  rw [zero_sub] at h
  refine h.congr' ?_
  filter_upwards [eventually_ge_atTop 1] with n hn
  have hn0 : (n : ℝ) ≠ 0 := Nat.cast_ne_zero.mpr (by omega)
  -- the chain energy is `n` times the bulk estimate minus the weighted sum
  have key : ∑ m ∈ Icc 1 n, ((m : ℝ) - 1) * W m = n * bulkEstimate W n - P n := by
    rw [hW n, bulkEstimate, Finset.mul_sum, ← Finset.sum_sub_distrib]
    exact Finset.sum_congr rfl fun m _ => by ring
  rw [key, mul_sub (n : ℝ) (P n / n) a, mul_div_cancel₀ _ hn0]
  ring

/-- If the edge correction is bounded by `C * r ^ n` with `0 < r < 1`, and `b ≠ 0`, then for any
factor `K` the linked-cluster error times `K` is smaller than the error of the energy per site for
all sufficiently long chains. -/
theorem linked_cluster_eventually_better {P W : ℕ → ℝ} {a b C r : ℝ}
    (hW : IsClusterWeight P W) (hP : HasExpEdge P a b C r) (hr : 0 < r) (hr1 : r < 1)
    (hb : b ≠ 0) (K : ℝ) :
    ∀ᶠ n : ℕ in atTop, K * |bulkEstimate W n - a| < |P n / n - a| := by
  have h1 := (scaled_bulk_error_tendsto hW hP hr hr1).abs.const_mul K
  have h2 := (linked_cluster_vs_energy_per_site hW hP hr hr1).2.abs
  have hlt : K * |(0 : ℝ)| < |b| := by
    rw [abs_zero, mul_zero]
    exact abs_pos.mpr hb
  filter_upwards [h1.eventually_lt h2 hlt] with n hn
  rw [abs_mul, abs_mul, Nat.abs_cast] at hn
  refine lt_of_mul_lt_mul_left ?_ (Nat.cast_nonneg (α := ℝ) n)
  linarith

/-- For `C, r ≥ 0` the alternating chain has an edge correction bounded by `C * r ^ n`, and its
linked-cluster error equals `(1 + r) * C * r ^ (n - 1)` for every `n ≥ 2`. -/
theorem alternatingChain_sharp (a b : ℝ) {C r : ℝ} (hC : 0 ≤ C) (hr : 0 ≤ r) :
    HasExpEdge (alternatingChain a b C r) a b C r ∧
      ∀ n : ℕ, 2 ≤ n → |bulkEstimate (clusterWeight (alternatingChain a b C r)) n - a| =
        (1 + r) * C * r ^ (n - 1) := by
  constructor
  · intro n hn
    obtain ⟨k, rfl⟩ : ∃ k, n = k + 1 := ⟨n - 1, by omega⟩
    have e : alternatingChain a b C r (k + 1) - (a * ((k + 1 : ℕ) : ℝ) + b) =
        C * (-r) ^ (k + 1) := by
      simp only [alternatingChain]
      ring
    rw [e, abs_mul, abs_pow, abs_neg, abs_of_nonneg hr, abs_of_nonneg hC]
  · intro n hn
    obtain ⟨k, rfl⟩ : ∃ k, n = k + 1 + 1 := ⟨n - 2, by omega⟩
    have hW := isClusterWeight_witness (alternatingChain a b C r) rfl
    -- consecutive corrections have opposite signs, so their sizes add
    have e : bulkEstimate (clusterWeight (alternatingChain a b C r)) (k + 1 + 1) - a =
        -((1 + r) * C * (-r) ^ (k + 1)) := by
      rw [bulkEstimate_succ hW (k + 1)]
      simp only [alternatingChain]
      push_cast
      ring
    have hpos : 0 ≤ (1 + r) * C := by positivity
    rw [e, Nat.add_sub_cancel, abs_neg, abs_mul, abs_pow, abs_neg, abs_of_nonneg hr,
      abs_of_nonneg hpos]

end

end LinkedClusterChain
```

```lean
#print axioms LinkedClusterChain.linked_cluster_vs_energy_per_site
#print axioms LinkedClusterChain.boundary_energy_from_weights
#print axioms LinkedClusterChain.linked_cluster_eventually_better
#print axioms LinkedClusterChain.alternatingChain_sharp
```

```
'LinkedClusterChain.linked_cluster_vs_energy_per_site' depends on axioms: [propext, Classical.choice, Quot.sound]
'LinkedClusterChain.boundary_energy_from_weights' depends on axioms: [propext, Classical.choice, Quot.sound]
'LinkedClusterChain.linked_cluster_eventually_better' depends on axioms: [propext, Classical.choice, Quot.sound]
'LinkedClusterChain.alternatingChain_sharp' depends on axioms: [propext, Classical.choice, Quot.sound]
```

## How the lemmas fit together

`embedding_sum_succ` splits off the top term and separates the extra position of each smaller segment; `bulkEstimate_succ` then reads off S(n+1) = P(n+1) − P(n).

`isClusterWeight_witness` shows that weights exist whenever P(0) = 0. Its candidates are W(1) = P(1) and, from m = 2 on, second differences of P. One induction telescopes them to first differences, and a second recovers P.

`bulk_error` writes n as k + 2, applies the law to both chain lengths and lets `linarith` combine the inequalities. `linked_cluster_vs_energy_per_site` weakens 1 + r to 2 and obtains the limit b by squeezing d(n) between ±C rⁿ.

`scaled_bulk_error_tendsto` squeezes with n rⁿ → 0. `boundary_energy_from_weights` subtracts the two limits, with the identity for the weighted sum in `key`. `linked_cluster_eventually_better` compares the limits 0 and |b|, then cancels n.

`alternatingChain_sharp` verifies the law for the alternating chain and computes its error exactly, for C, r ≥ 0. With 0 < r < 1 this chain is also a concrete example satisfying all the hypotheses of the main theorem.
